# For an invertible system with nonzero right-hand side, relative error and relative residual differ by at most a factor of the condition number

**Question**

If \(A\) is an invertible complex matrix, \(Ax=b\) with \(b\neq 0\), and \(y\) is any trial vector, then
\[
\frac{q}{\kappa}\;\le\;\frac{\|x-y\|}{\|x\|}\;\le\;\kappa\,q,
\qquad q=\frac{\|b-Ay\|}{\|b\|},\quad \kappa=\|A\|\,\|A^{-1}\|,
\]
with Euclidean vector norms and the operator norms they induce. My solver reports \(q\), but I care about the error in \(x\). Can this be made rigorous and machine-checked, and can the factor \(\kappa\) be improved for a given matrix?

**Answer**

Both inequalities hold. For every invertible \(A\) of positive size, each becomes an equality for some \(x\neq0\) and some \(y\neq x\), so no smaller factor depending on \(A\) alone works for all right-hand sides and trial vectors. The Lean file below proves this, together with a criterion for \(\kappa=1\).

### From residual to error and back

Write \(e=x-y\) for the error and \(r=b-Ay\) for the residual. Since \(b=Ax\), we have \(r=Ae\) and \(e=A^{-1}r\). The definition of the operator norm gives four estimates:
\[
\|r\|\le\|A\|\|e\|,\quad \|e\|\le\|A^{-1}\|\|r\|,\quad
\|b\|\le\|A\|\|x\|,\quad \|x\|\le\|A^{-1}\|\|b\|.
\]
Multiplying the first by the fourth, and the second by the third, gives
\[
\|r\|\|x\|\le\kappa\|e\|\|b\|,\qquad \|e\|\|b\|\le\kappa\|r\|\|x\|.
\]
Because \(b\ne0\), also \(x\neq0\), and we may divide by \(\|x\|\|b\|\). The lower bound also needs \(\kappa>0\). In fact \(\kappa\ge1\), since any unit vector \(v\) satisfies \(1=\|A^{-1}Av\|\le\|A^{-1}\|\|A\|\).

For equality, use the compactness of the unit sphere to choose unit vectors \(v,u\) with \(\|Av\|=\|A\|\) and \(\|A^{-1}u\|=\|A^{-1}\|\).

- **Upper bound:** take \(x=v\) and \(e=A^{-1}u\). Then \(r=u\), the relative error is \(\|A^{-1}\|\), and \(q=1/\|A\|\). Their ratio is \(\kappa\).
- **Lower bound:** take \(x=A^{-1}u\) and \(e=v\). Then \(b=u\), the relative error is \(1/\|A^{-1}\|\), and \(q=\|A\|\). Their ratio is \(1/\kappa\).

If \(\kappa=1\), the two multiplied inequalities force \(\|e\|\|b\|=\|r\|\|x\|\) for all \(x,y\). Conversely, if that equality always holds, apply it to the pair attaining the upper bound: \(\|e\|\|b\|=\kappa\|r\|\|x\|=\kappa\|e\|\|b\|\). Both norms are nonzero, so \(\kappa=1\).

### What the Lean theorems say

Vectors have type `EuclideanSpace ℂ n`, with `n` a finite index type, which fixes the Euclidean norm. `act A` is the matrix as a continuous linear map, so `‖act A‖` is the induced operator norm. `condNumber A`, `relError x y` and `relResidual A b y` are \(\kappa\), \(\|x-y\|/\|x\|\) and \(q\).

`relError_bounds` assumes that `A` is invertible (`IsUnit A`), that `b ≠ 0`, and that `act A x = b`. For every `y` it concludes that `x ≠ 0` and that both bounds hold. It needs no separate assumption of positive size, since a nonzero `b` already implies it.

`upper_bound_attained` and `lower_bound_attained` supply a nonzero `x` and a different `y` giving equality, with right-hand side `act A x`. They choose the solution as well as the trial vector; they don't promise equality for a prescribed \(b\). `condNumber_eq_one_iff` states the agreement of relative error and relative residual with denominators multiplied out, so it also makes sense at \(x=0\).

The setting is finite-dimensional and uses exact arithmetic. A perturbed right-hand side is covered: if \(Ay=b+\delta b\), then \(q=\|\delta b\|/\|b\|\). Rounding, perturbations of \(A\), other norms and the estimation of \(\kappa\) are not treated.

```lean
import Mathlib

open Matrix

namespace ResidualVersusError

noncomputable section

variable {n : Type*} [Fintype n] [DecidableEq n]

/-- The matrix `A` acting on Euclidean space; the norm of this map is the induced operator norm. -/
def act (A : Matrix n n ℂ) : EuclideanSpace ℂ n →L[ℂ] EuclideanSpace ℂ n :=
  Matrix.toEuclideanCLM (n := n) (𝕜 := ℂ) A

/-- The product `‖A‖ ‖A⁻¹‖`, which is the condition number when `A` is invertible. -/
def condNumber (A : Matrix n n ℂ) : ℝ := ‖act A‖ * ‖act A⁻¹‖

/-- The relative error of the trial vector `y` with respect to the solution `x`. -/
def relError (x y : EuclideanSpace ℂ n) : ℝ := ‖x - y‖ / ‖x‖

/-- The relative residual of the trial vector `y` in the linear system with right-hand side `b`. -/
def relResidual (A : Matrix n n ℂ) (b y : EuclideanSpace ℂ n) : ℝ := ‖b - act A y‖ / ‖b‖

/-- Applying an invertible matrix and then its inverse returns the original vector. -/
theorem inv_act {A : Matrix n n ℂ} (hA : IsUnit A) (x : EuclideanSpace ℂ n) :
    act A⁻¹ (act A x) = x := by
  have h : act A⁻¹ * act A = 1 := by
    unfold act
    rw [← map_mul, Matrix.nonsing_inv_mul A ((Matrix.isUnit_iff_isUnit_det A).mp hA), map_one]
  exact DFunLike.congr_fun h x

/-- Applying the inverse of an invertible matrix and then the matrix returns the original vector. -/
theorem act_inv {A : Matrix n n ℂ} (hA : IsUnit A) (x : EuclideanSpace ℂ n) :
    act A (act A⁻¹ x) = x := by
  have h : act A * act A⁻¹ = 1 := by
    unfold act
    rw [← map_mul, Matrix.mul_nonsing_inv A ((Matrix.isUnit_iff_isUnit_det A).mp hA), map_one]
  exact DFunLike.congr_fun h x

/-- For an invertible matrix, the norm of the residual is at most `‖A‖` times the norm of the error,
and the norm of the error is at most `‖A⁻¹‖` times the norm of the residual. -/
theorem residual_error_bounds {A : Matrix n n ℂ} (hA : IsUnit A) (x y : EuclideanSpace ℂ n) :
    ‖act A x - act A y‖ ≤ ‖act A‖ * ‖x - y‖ ∧
      ‖x - y‖ ≤ ‖act A⁻¹‖ * ‖act A x - act A y‖ := by
  -- the residual is the image of the error
  rw [← map_sub]
  refine ⟨(act A).le_opNorm _, ?_⟩
  have h := (act A⁻¹).le_opNorm (act A (x - y))
  rwa [inv_act hA] at h

/-- For an invertible matrix, the two-sided comparison of relative residual and relative error, with
denominators multiplied out. -/
theorem cross_bounds {A : Matrix n n ℂ} (hA : IsUnit A) (x y : EuclideanSpace ℂ n) :
    ‖act A x - act A y‖ * ‖x‖ ≤ condNumber A * (‖x - y‖ * ‖act A x‖) ∧
      ‖x - y‖ * ‖act A x‖ ≤ condNumber A * (‖act A x - act A y‖ * ‖x‖) := by
  obtain ⟨h1, h2⟩ := residual_error_bounds hA x y
  have h3 : ‖act A x‖ ≤ ‖act A‖ * ‖x‖ := (act A).le_opNorm x
  have h4 : ‖x‖ ≤ ‖act A⁻¹‖ * ‖act A x‖ := by
    have h := (act A⁻¹).le_opNorm (act A x)
    rwa [inv_act hA] at h
  unfold condNumber
  constructor
  · exact (mul_le_mul h1 h4 (norm_nonneg _) (by positivity)).trans_eq (by ring)
  · exact (mul_le_mul h2 h3 (norm_nonneg _) (by positivity)).trans_eq (by ring)

/-- A linear map on a nonzero finite-dimensional Euclidean space attains its operator norm
at a unit vector. -/
theorem exists_unit_attaining [Nonempty n]
    (T : EuclideanSpace ℂ n →L[ℂ] EuclideanSpace ℂ n) : ∃ v, ‖v‖ = 1 ∧ ‖T v‖ = ‖T‖ := by
  obtain ⟨i⟩ := ‹Nonempty n›
  -- the unit sphere is compact, so the stretching factor has a maximum there
  obtain ⟨v, hv, hmax⟩ := (isCompact_sphere (0 : EuclideanSpace ℂ n) 1).exists_isMaxOn
    ⟨EuclideanSpace.single i (1 : ℂ), by simp⟩ T.continuous.norm.continuousOn
  have hv1 : ‖v‖ = 1 := by simpa using hv
  refine ⟨v, hv1, le_antisymm ?_ ?_⟩
  · simpa [hv1] using T.le_opNorm v
  · refine T.opNorm_le_bound (norm_nonneg _) fun x => ?_
    by_cases hx : x = 0
    · simp [hx]
    have hp : 0 < ‖x‖ := norm_pos_iff.mpr hx
    have hs : ((‖x‖ : ℂ)⁻¹ • x) ∈ Metric.sphere (0 : EuclideanSpace ℂ n) 1 := by
      simp [norm_smul, hp.ne']
    have h : ‖T ((‖x‖ : ℂ)⁻¹ • x)‖ ≤ ‖T v‖ := hmax hs
    rw [map_smul, norm_smul, norm_inv, Complex.norm_real, norm_norm, inv_mul_le_iff₀ hp] at h
    exact h.trans_eq (mul_comm _ _)

/-- The condition number of an invertible matrix of positive size is at least one. -/
theorem one_le_condNumber [Nonempty n] {A : Matrix n n ℂ} (hA : IsUnit A) :
    1 ≤ condNumber A := by
  obtain ⟨v, hv, hAv⟩ := exists_unit_attaining (act A)
  have h := (act A⁻¹).le_opNorm (act A v)
  rw [inv_act hA, hv, hAv] at h
  exact h.trans_eq (mul_comm _ _)

/-- If `A x = b` with `A` invertible and `b ≠ 0`, then `x ≠ 0`, and the relative error of any `y`
lies between its relative residual divided by, and multiplied by, the condition number. -/
theorem relError_bounds {A : Matrix n n ℂ} (hA : IsUnit A) {x b : EuclideanSpace ℂ n}
    (hb : b ≠ 0) (hx : act A x = b) (y : EuclideanSpace ℂ n) :
    x ≠ 0 ∧ relResidual A b y / condNumber A ≤ relError x y ∧
      relError x y ≤ condNumber A * relResidual A b y := by
  have hx0 : x ≠ 0 := by
    rintro rfl
    exact hb (by rw [← hx, map_zero])
  have hn : Nonempty n := by
    by_contra h
    rw [not_nonempty_iff] at h
    exact hb (by ext i; exact isEmptyElim i)
  have hk : 0 < condNumber A := lt_of_lt_of_le one_pos (one_le_condNumber hA)
  have hX : 0 < ‖x‖ := norm_pos_iff.mpr hx0
  have hB : 0 < ‖b‖ := norm_pos_iff.mpr hb
  obtain ⟨h1, h2⟩ := cross_bounds hA x y
  rw [hx] at h1 h2
  unfold relResidual relError
  refine ⟨hx0, ?_, ?_⟩
  · rw [div_le_iff₀ hk, div_mul_eq_mul_div, div_le_div_iff₀ hB hX]
    linarith
  · rw [← mul_div_assoc, div_le_div_iff₀ hX hB]
    linarith

/-- For every invertible matrix of positive size, some nonzero solution and some inexact trial
vector attain the upper bound on the relative error. -/
theorem upper_bound_attained [Nonempty n] {A : Matrix n n ℂ} (hA : IsUnit A) :
    ∃ x y : EuclideanSpace ℂ n, x ≠ 0 ∧ x ≠ y ∧
      relError x y = condNumber A * relResidual A (act A x) y := by
  obtain ⟨v, hv, hAv⟩ := exists_unit_attaining (act A)
  obtain ⟨u, hu, hAu⟩ := exists_unit_attaining (act A⁻¹)
  have hk := one_le_condNumber hA
  unfold condNumber at hk
  have ha : ‖act A‖ ≠ 0 := by
    intro h
    rw [h, zero_mul] at hk
    linarith
  have hc : ‖act A⁻¹‖ ≠ 0 := by
    intro h
    rw [h, mul_zero] at hk
    linarith
  -- the solution is stretched most by `A`, the residual most by the inverse
  refine ⟨v, v - act A⁻¹ u, ?_, ?_, ?_⟩
  · rintro rfl
    simp at hv
  · intro h
    have h0 : act A⁻¹ u = 0 := by
      rw [← sub_sub_cancel v (act A⁻¹ u), ← h, sub_self]
    exact hc (by rw [← hAu, h0, norm_zero])
  · unfold relError relResidual condNumber
    rw [map_sub, sub_sub_cancel, sub_sub_cancel, act_inv hA, hu, hv, hAu, hAv]
    field_simp

/-- For every invertible matrix of positive size, some nonzero solution and some inexact trial
vector attain the lower bound on the relative error. -/
theorem lower_bound_attained [Nonempty n] {A : Matrix n n ℂ} (hA : IsUnit A) :
    ∃ x y : EuclideanSpace ℂ n, x ≠ 0 ∧ x ≠ y ∧
      relError x y = relResidual A (act A x) y / condNumber A := by
  obtain ⟨v, hv, hAv⟩ := exists_unit_attaining (act A)
  obtain ⟨u, hu, hAu⟩ := exists_unit_attaining (act A⁻¹)
  have hk := one_le_condNumber hA
  unfold condNumber at hk
  have ha : ‖act A‖ ≠ 0 := by
    intro h
    rw [h, zero_mul] at hk
    linarith
  have hc : ‖act A⁻¹‖ ≠ 0 := by
    intro h
    rw [h, mul_zero] at hk
    linarith
  -- the roles of the two extremal vectors are exchanged
  refine ⟨act A⁻¹ u, act A⁻¹ u - v, ?_, ?_, ?_⟩
  · intro h
    exact hc (by rw [← hAu, h, norm_zero])
  · intro h
    have h0 : v = 0 := by
      rw [← sub_sub_cancel (act A⁻¹ u) v, ← h, sub_self]
    rw [h0, norm_zero] at hv
    exact zero_ne_one hv
  · unfold relError relResidual condNumber
    rw [map_sub, sub_sub_cancel, sub_sub_cancel, act_inv hA, hu, hv, hAu, hAv]
    field_simp

/-- For an invertible matrix of positive size, the condition number equals one exactly when relative
error and relative residual, compared with denominators multiplied out, agree for all solutions and
trial vectors. -/
theorem condNumber_eq_one_iff [Nonempty n] {A : Matrix n n ℂ} (hA : IsUnit A) :
    condNumber A = 1 ↔ ∀ x y : EuclideanSpace ℂ n,
      ‖x - y‖ * ‖act A x‖ = ‖act A x - act A y‖ * ‖x‖ := by
  constructor
  · intro hk x y
    obtain ⟨h1, h2⟩ := cross_bounds hA x y
    rw [hk, one_mul] at h1 h2
    exact le_antisymm h2 h1
  · intro hall
    -- test the equality on a pair that saturates the upper bound
    obtain ⟨x, y, hx, hxy, h⟩ := upper_bound_attained hA
    have hX : ‖x‖ ≠ 0 := norm_ne_zero_iff.mpr hx
    have hE : ‖x - y‖ ≠ 0 := norm_ne_zero_iff.mpr (sub_ne_zero.mpr hxy)
    have hB : ‖act A x‖ ≠ 0 := by
      refine norm_ne_zero_iff.mpr fun h0 => hx ?_
      rw [← inv_act hA x, h0, map_zero]
    unfold relError relResidual at h
    rw [← mul_div_assoc, div_eq_div_iff hX hB] at h
    apply mul_right_cancel₀ (mul_ne_zero hE hB)
    linear_combination condNumber A * hall x y - h

end

end ResidualVersusError
```

```lean
#print axioms ResidualVersusError.relError_bounds
-- 'ResidualVersusError.relError_bounds' depends on axioms: [propext, Classical.choice, Quot.sound]
#print axioms ResidualVersusError.lower_bound_attained
-- 'ResidualVersusError.lower_bound_attained' depends on axioms: [propext, Classical.choice, Quot.sound]
#print axioms ResidualVersusError.condNumber_eq_one_iff
-- 'ResidualVersusError.condNumber_eq_one_iff' depends on axioms: [propext, Classical.choice, Quot.sound]
```

### How the proof follows the derivation

`inv_act` and `act_inv` turn the matrix identities \(A^{-1}A=1\) and \(AA^{-1}=1\) into statements about vectors. `residual_error_bounds` rewrites the residual as \(A(x-y)\) and applies `le_opNorm` to \(A\) and to \(A^{-1}\). `cross_bounds` adds the estimates for \(x\) and \(b\), and multiplies the inequalities in pairs with `mul_le_mul`.

`exists_unit_attaining` finds a maximum of \(\|Tv\|\) on the unit sphere. Rescaling an arbitrary nonzero vector to unit length then shows that this maximum is \(\|T\|\). `one_le_condNumber` uses such a vector to obtain \(\kappa\ge1\).

In `relError_bounds`, the positivity of \(\kappa\), \(\|x\|\) and \(\|b\|\) lets `div_le_div_iff₀` reduce the fractions to the multiplied inequalities. The two attainment theorems insert \(v\) and \(u\) as above, and `field_simp` checks the resulting identity of norms. For the last criterion, `le_antisymm` gives one direction; the other cancels the nonzero factor \(\|e\|\|b\|\).

### Stopping an iterative solver

An iterative solver commonly stops when \(q\le\tau\) for a chosen tolerance \(\tau\). If \(q\) is the true relative residual, this guarantees a relative error of at most \(\kappa\tau\). To guarantee a relative error of at most \(\eta\), it suffices to take \(\tau=\eta/\kappa\), or to use an upper bound on \(\kappa\) in its place.

In a finite orthonormal basis, this applies to a response equation \((z-H)x=b\) with Hermitian \(H\) and \(z\) not an eigenvalue. There \(\kappa\) is the largest distance from \(z\) to an eigenvalue divided by the smallest. If \(z\) is much closer to one eigenvalue than to another, \(\kappa\) is large, and a small relative residual may accompany a large relative error.

### A singular matrix breaks the control

Take \(A=\operatorname{diag}(1,0)\), \(b=x=(1,0)\) and \(y=(1,1)\). Then \(Ax=b\) and \(b-Ay=0\), yet the relative error is \(1\). No finite multiple of the relative residual bounds it, because the residual cannot see an error in the null space of \(A\).
